# Two-sided bounds on the kinetic energy of a relativistic free electron gas relative to the nonrelativistic Thomas-Fermi value

## How far below the Thomas-Fermi value does the kinetic energy fall?

I treat the electrons as non-interacting and fill a Fermi sphere, counting for each electron its relativistic energy minus its rest energy. With b the Fermi momentum in units of mc, the kinetic energy density in reduced units is

t(b) = ∫₀ᵇ x² (√(1 + x²) − 1) dx,

and the nonrelativistic Thomas-Fermi value is b⁵/10. Expanding the square root suggests that the ratio r(b) = t(b)/(b⁵/10) starts as 1 − 5b²/28 + 5b⁴/72. The series for the root converges only for x ≤ 1, yet I suspect that these truncations bound r at every b > 0. Can this be made rigorous and checked by machine?

## By at most the fraction 5b²/28, at every Fermi momentum

Yes. The file takes the integral itself as the definition of t(b), so no closed form is needed. For every b > 0,

1 − 5b²/28 ≤ r(b) ≤ 1 − 5b²/28 + 5b⁴/72.

**One electron.** Let x be the electron's momentum in units of mc, and let d = √(1 + x²) − 1, its kinetic energy in units of mc². Then d ≥ 0, and squaring d + 1 gives x² = d² + 2d. Substituting this into the truncated expansions turns each error into a polynomial in d:

d − (x²/2 − x⁴/8) = d³/2 + d⁴/8

(x²/2 − x⁴/8 + x⁶/16) − d = 5d⁴/8 + 3d⁵/8 + d⁶/16

d − (x²/2 − x⁴/8 + x⁶/16 − 5x⁸/128) = 7d⁵/8 + 7d⁶/8 + 5d⁷/16 + 5d⁸/128

All coefficients on the right are positive, so the truncations lie alternately below and above d for every real x. Convergence of the series plays no part.

**The filled sphere.** Multiplying by x² ≥ 0 and integrating from 0 to b gives

b⁵/10 − b⁷/56 ≤ t(b) ≤ b⁵/10 − b⁷/56 + b⁹/144

t(b) ≥ b⁵/10 − b⁷/56 + b⁹/144 − 5b¹¹/1408.

Dividing the first line by b⁵/10 gives the bounds on r. The second line gives

r(b) ≥ 1 − 5b²/28 + 5b⁴/72 − 25b⁶/704.

**The low-density limit.** Rearranging these bounds gives

5/28 − 5b²/72 ≤ (1 − r(b))/b² ≤ 5/28

5/72 − 25b²/704 ≤ (r(b) − 1 + 5b²/28)/b⁴ ≤ 5/72.

As b → 0 from above, the middle terms tend to 5/28 and 5/72, so neither coefficient can be improved near b = 0.

**Physical units.** For mass m, speed of light c, Fermi momentum k, ħ = 1 and two spin states, the density of states gives the prefactor 2·4π/(2π)³ = 1/π². Put p = mcx and b = k/(mc). Then p² dp = m³c³ x² dx, and the kinetic energy is mc²(√(1 + x²) − 1), so

(1/π²) ∫₀ᵏ p² (√(m²c⁴ + c²p²) − mc²) dp = (m⁴c⁵/π²) t(b).

The Thomas-Fermi value k⁵/(10π²m) equals (m⁴c⁵/π²)(b⁵/10). The ratio is therefore again r(b), and the same bounds apply.

**What the Lean statements say.** `reducedKinetic b` is t(b), an interval integral over the reals, and `kineticRatio b` is r(b). `gasKinetic m c k` is the integral in physical units, and `thomasFermi m k` is the nonrelativistic value, entered as a formula.

- `kineticRatio_bounds` is the two-sided bound, under the single hypothesis `0 < b`.
- `leading_correction_limit` and `second_correction_limit` are the two limits. The filter `𝓝[>] 0` means that b approaches zero through positive values.
- `gasKinetic_bounds` gives the bounds in physical units for m > 0, c > 0 and k ≥ 0. It is written as a product with the Thomas-Fermi value, so it includes the empty gas k = 0, where all terms vanish.

The model is a uniform gas at zero temperature, without exchange, correlation or an external potential. The filled sphere and its density of states enter through the definitions and are not derived from a Dirac Hamiltonian. The bounds are informative mainly at small b: once b² ≥ 18/7 the upper one is at least 1, although r(b) < 1 for every b > 0 because √(1 + x²) − 1 < x²/2 for x ≠ 0, and once b² ≥ 28/5 the lower one is no longer positive. For density functional work, they limit the error made by using the nonrelativistic Thomas-Fermi kinetic energy density for a uniform, non-interacting gas.

```lean
import Mathlib

open Filter Topology

namespace RelativisticThomasFermi

noncomputable section

/-- Kinetic energy density of the relativistic electron gas in reduced units, as a function of
the Fermi momentum `b` in units of `m c`. -/
def reducedKinetic (b : ℝ) : ℝ := ∫ x in (0 : ℝ)..b, x ^ 2 * (√(1 + x ^ 2) - 1)

/-- Ratio of the relativistic kinetic energy density to the Thomas-Fermi value `b ^ 5 / 10`. -/
def kineticRatio (b : ℝ) : ℝ := reducedKinetic b / (b ^ 5 / 10)

/-- Kinetic energy density of a gas of electrons of mass `m` with two spin states, filled up to
the Fermi momentum `k`, for speed of light `c` and `ħ = 1`. -/
def gasKinetic (m c k : ℝ) : ℝ :=
  1 / Real.pi ^ 2 * ∫ p in (0 : ℝ)..k, p ^ 2 * (√((m * c ^ 2) ^ 2 + (c * p) ^ 2) - m * c ^ 2)

/-- Nonrelativistic Thomas-Fermi kinetic energy density at Fermi momentum `k`, with `ħ = 1`. -/
def thomasFermi (m k : ℝ) : ℝ := k ^ 5 / (10 * Real.pi ^ 2 * m)

/-- The kinetic energy of one electron, in units of `m c ^ 2`, lies between successive truncations
of its expansion in the momentum `x`, measured in units of `m c`, at every momentum. -/
theorem single_electron_bounds (x : ℝ) :
    x ^ 2 / 2 - x ^ 4 / 8 ≤ √(1 + x ^ 2) - 1 ∧
    √(1 + x ^ 2) - 1 ≤ x ^ 2 / 2 - x ^ 4 / 8 + x ^ 6 / 16 ∧
    x ^ 2 / 2 - x ^ 4 / 8 + x ^ 6 / 16 - 5 * x ^ 8 / 128 ≤ √(1 + x ^ 2) - 1 := by
  have hs : √(1 + x ^ 2) ^ 2 = 1 + x ^ 2 := Real.sq_sqrt (by positivity)
  have h1 : 1 ≤ √(1 + x ^ 2) := by
    nlinarith [Real.sqrt_nonneg (1 + x ^ 2), sq_nonneg x]
  -- express everything through the kinetic energy d
  obtain ⟨d, hd⟩ : ∃ d, d = √(1 + x ^ 2) - 1 := ⟨_, rfl⟩
  have hd0 : 0 ≤ d := by linarith
  have h2 : x ^ 2 = d ^ 2 + 2 * d := by rw [hd]; linarith
  have h4 : x ^ 4 = (d ^ 2 + 2 * d) ^ 2 := by rw [← h2]; ring
  have h6 : x ^ 6 = (d ^ 2 + 2 * d) ^ 3 := by rw [← h2]; ring
  have h8 : x ^ 8 = (d ^ 2 + 2 * d) ^ 4 := by rw [← h2]; ring
  rw [← hd, h4, h6, h8, h2]
  have p3 := pow_nonneg hd0 3
  have p4 := pow_nonneg hd0 4
  have p5 := pow_nonneg hd0 5
  have p6 := pow_nonneg hd0 6
  have p7 := pow_nonneg hd0 7
  have p8 := pow_nonneg hd0 8
  refine ⟨?_, ?_, ?_⟩ <;> linarith

/-- Integral from `0` to `b` of a polynomial with terms in `x ^ 4`, `x ^ 6`, `x ^ 8` and `x ^ 10`.
-/
theorem integral_expansion (p q r s b : ℝ) :
    ∫ x in (0 : ℝ)..b, (p * x ^ 4 + q * x ^ 6 + r * x ^ 8 + s * x ^ 10) =
      p / 5 * b ^ 5 + q / 7 * b ^ 7 + r / 9 * b ^ 9 + s / 11 * b ^ 11 := by
  have h : ∀ x ∈ Set.uIcc 0 b, HasDerivAt
      (fun x : ℝ => p / 5 * x ^ 5 + q / 7 * x ^ 7 + r / 9 * x ^ 9 + s / 11 * x ^ 11)
      (p * x ^ 4 + q * x ^ 6 + r * x ^ 8 + s * x ^ 10) x := by
    intro x _
    have h' := ((((hasDerivAt_pow 5 x).const_mul (p / 5)).fun_add
      ((hasDerivAt_pow 7 x).const_mul (q / 7))).fun_add
      ((hasDerivAt_pow 9 x).const_mul (r / 9))).fun_add
      ((hasDerivAt_pow 11 x).const_mul (s / 11))
    refine h'.congr_deriv ?_
    simp only [Nat.cast_ofNat, Nat.reduceSub]
    ring
  rw [intervalIntegral.integral_eq_sub_of_hasDerivAt h
    (Continuous.intervalIntegrable (by fun_prop) _ _)]
  ring

/-- The reduced kinetic energy density lies between successive truncations of its expansion in
the Fermi momentum `b`. -/
theorem reducedKinetic_bounds {b : ℝ} (hb : 0 ≤ b) :
    b ^ 5 / 10 - b ^ 7 / 56 ≤ reducedKinetic b ∧
    reducedKinetic b ≤ b ^ 5 / 10 - b ^ 7 / 56 + b ^ 9 / 144 ∧
    b ^ 5 / 10 - b ^ 7 / 56 + b ^ 9 / 144 - 5 * b ^ 11 / 1408 ≤ reducedKinetic b := by
  have hp : ∀ p q r s : ℝ, IntervalIntegrable
      (fun x : ℝ => p * x ^ 4 + q * x ^ 6 + r * x ^ 8 + s * x ^ 10)
      MeasureTheory.volume 0 b :=
    fun p q r s => Continuous.intervalIntegrable (by fun_prop) _ _
  have hf : IntervalIntegrable (fun x : ℝ => x ^ 2 * (√(1 + x ^ 2) - 1))
      MeasureTheory.volume 0 b := Continuous.intervalIntegrable (by fun_prop) _ _
  -- weight the one-electron bounds with the density of states x ^ 2
  have e1 : ∀ x : ℝ, (1 / 2) * x ^ 4 + (-1 / 8) * x ^ 6 + 0 * x ^ 8 + 0 * x ^ 10 ≤
      x ^ 2 * (√(1 + x ^ 2) - 1) := fun x => by
    have := mul_le_mul_of_nonneg_left (single_electron_bounds x).1 (sq_nonneg x)
    linarith
  have e2 : ∀ x : ℝ, x ^ 2 * (√(1 + x ^ 2) - 1) ≤
      (1 / 2) * x ^ 4 + (-1 / 8) * x ^ 6 + (1 / 16) * x ^ 8 + 0 * x ^ 10 := fun x => by
    have := mul_le_mul_of_nonneg_left (single_electron_bounds x).2.1 (sq_nonneg x)
    linarith
  have e3 : ∀ x : ℝ, (1 / 2) * x ^ 4 + (-1 / 8) * x ^ 6 + (1 / 16) * x ^ 8 +
      (-5 / 128) * x ^ 10 ≤ x ^ 2 * (√(1 + x ^ 2) - 1) := fun x => by
    have := mul_le_mul_of_nonneg_left (single_electron_bounds x).2.2 (sq_nonneg x)
    linarith
  have i1 := intervalIntegral.integral_mono_on hb (hp _ _ _ _) hf (fun x _ => e1 x)
  have i2 := intervalIntegral.integral_mono_on hb hf (hp _ _ _ _) (fun x _ => e2 x)
  have i3 := intervalIntegral.integral_mono_on hb (hp _ _ _ _) hf (fun x _ => e3 x)
  rw [integral_expansion] at i1 i2 i3
  unfold reducedKinetic
  refine ⟨?_, ?_, ?_⟩ <;> linarith

/-- At every Fermi momentum `b > 0` the ratio to the Thomas-Fermi value is at least
`1 - 5 b ^ 2 / 28` and exceeds it by at most `5 b ^ 4 / 72`. -/
theorem kineticRatio_bounds {b : ℝ} (hb : 0 < b) :
    1 - 5 * b ^ 2 / 28 ≤ kineticRatio b ∧
    kineticRatio b ≤ 1 - 5 * b ^ 2 / 28 + 5 * b ^ 4 / 72 := by
  obtain ⟨h1, h2, _⟩ := reducedKinetic_bounds hb.le
  have hpos : 0 < b ^ 5 / 10 := by positivity
  unfold kineticRatio
  constructor
  · rw [le_div_iff₀ hpos]; linarith
  · rw [div_le_iff₀ hpos]; linarith

/-- The relative lowering of the kinetic energy, divided by `b ^ 2`, tends to `5 / 28` at low
density. -/
theorem leading_correction_limit :
    Tendsto (fun b => (1 - kineticRatio b) / b ^ 2) (𝓝[>] 0) (𝓝 (5 / 28)) := by
  have hc : Continuous (fun b : ℝ => 5 / 28 - 5 * b ^ 2 / 72) := by fun_prop
  refine tendsto_of_tendsto_of_tendsto_of_le_of_le'
    ((hc.tendsto' 0 (5 / 28) (by norm_num)).mono_left nhdsWithin_le_nhds)
    tendsto_const_nhds ?_ ?_
  all_goals
    filter_upwards [self_mem_nhdsWithin] with b hb
    have hb' : 0 < b := hb
    obtain ⟨h1, h2⟩ := kineticRatio_bounds hb'
    have hpos : 0 < b ^ 2 := by positivity
    first
      | (rw [le_div_iff₀ hpos]; linarith)
      | (rw [div_le_iff₀ hpos]; linarith)

/-- The remainder after the leading correction, divided by `b ^ 4`, tends to `5 / 72` at low
density. -/
theorem second_correction_limit :
    Tendsto (fun b => (kineticRatio b - (1 - 5 * b ^ 2 / 28)) / b ^ 4)
      (𝓝[>] 0) (𝓝 (5 / 72)) := by
  have hc : Continuous (fun b : ℝ => 5 / 72 - 25 * b ^ 2 / 704) := by fun_prop
  refine tendsto_of_tendsto_of_tendsto_of_le_of_le'
    ((hc.tendsto' 0 (5 / 72) (by norm_num)).mono_left nhdsWithin_le_nhds)
    tendsto_const_nhds ?_ ?_
  · filter_upwards [self_mem_nhdsWithin] with b hb
    have hb' : 0 < b := hb
    -- the next order of the expansion bounds the remainder from below
    have h3 : 1 - 5 * b ^ 2 / 28 + 5 * b ^ 4 / 72 - 25 * b ^ 6 / 704 ≤ kineticRatio b := by
      unfold kineticRatio
      rw [le_div_iff₀ (by positivity)]
      linarith [(reducedKinetic_bounds hb'.le).2.2]
    rw [le_div_iff₀ (by positivity)]
    linarith
  · filter_upwards [self_mem_nhdsWithin] with b hb
    have hb' : 0 < b := hb
    rw [div_le_iff₀ (by positivity)]
    linarith [(kineticRatio_bounds hb').2]

/-- Measuring momenta in units of `m c` turns the kinetic energy density of the gas into
`m ^ 4 c ^ 5 / π ^ 2` times the reduced one. -/
theorem gasKinetic_eq {m c : ℝ} (hm : 0 < m) (hc : 0 < c) (k : ℝ) :
    gasKinetic m c k = m ^ 4 * c ^ 5 / Real.pi ^ 2 * reducedKinetic (k / (m * c)) := by
  have hmc : m * c ≠ 0 := by positivity
  have hpt : ∀ p : ℝ, p ^ 2 * (√((m * c ^ 2) ^ 2 + (c * p) ^ 2) - m * c ^ 2) =
      m ^ 3 * c ^ 4 * ((p / (m * c)) ^ 2 * (√(1 + (p / (m * c)) ^ 2) - 1)) := by
    intro p
    have hin : (m * c ^ 2) ^ 2 + (c * p) ^ 2 =
        (m * c ^ 2) ^ 2 * (1 + (p / (m * c)) ^ 2) := by
      field_simp
    rw [hin, Real.sqrt_mul (by positivity), Real.sqrt_sq (by positivity)]
    generalize √(1 + (p / (m * c)) ^ 2) = S
    field_simp
  have h := intervalIntegral.integral_comp_div (a := 0) (b := k)
    (fun x : ℝ => x ^ 2 * (√(1 + x ^ 2) - 1)) hmc
  simp only [zero_div, smul_eq_mul] at h
  unfold gasKinetic reducedKinetic
  rw [intervalIntegral.integral_congr (fun p _ => hpt p),
    intervalIntegral.integral_const_mul, h]
  ring

/-- The kinetic energy density of the relativistic gas is bounded on both sides by the
Thomas-Fermi value times polynomials in `k / (m c)`. -/
theorem gasKinetic_bounds {m c k : ℝ} (hm : 0 < m) (hc : 0 < c) (hk : 0 ≤ k) :
    thomasFermi m k * (1 - 5 * (k / (m * c)) ^ 2 / 28) ≤ gasKinetic m c k ∧
    gasKinetic m c k ≤ thomasFermi m k *
      (1 - 5 * (k / (m * c)) ^ 2 / 28 + 5 * (k / (m * c)) ^ 4 / 72) := by
  have key : ∀ A b : ℝ, 0 ≤ A → 0 ≤ b →
      A * (b ^ 5 / 10) * (1 - 5 * b ^ 2 / 28) ≤ A * reducedKinetic b ∧
      A * reducedKinetic b ≤
        A * (b ^ 5 / 10) * (1 - 5 * b ^ 2 / 28 + 5 * b ^ 4 / 72) := by
    intro A b hA hb
    obtain ⟨h1, h2, _⟩ := reducedKinetic_bounds hb
    have g1 := mul_le_mul_of_nonneg_left h1 hA
    have g2 := mul_le_mul_of_nonneg_left h2 hA
    constructor <;> linarith
  have hTF : thomasFermi m k =
      m ^ 4 * c ^ 5 / Real.pi ^ 2 * ((k / (m * c)) ^ 5 / 10) := by
    have hpi := Real.pi_ne_zero
    unfold thomasFermi
    field_simp
  rw [gasKinetic_eq hm hc, hTF]
  exact key _ _ (by positivity) (by positivity)

end

end RelativisticThomasFermi
```

```lean
#print axioms RelativisticThomasFermi.leading_correction_limit
#print axioms RelativisticThomasFermi.second_correction_limit
#print axioms RelativisticThomasFermi.gasKinetic_bounds
```

```
'RelativisticThomasFermi.leading_correction_limit' depends on axioms: [propext, Classical.choice, Quot.sound]
'RelativisticThomasFermi.second_correction_limit' depends on axioms: [propext, Classical.choice, Quot.sound]
'RelativisticThomasFermi.gasKinetic_bounds' depends on axioms: [propext, Classical.choice, Quot.sound]
```

**How the proof follows the derivation.** `single_electron_bounds` introduces d, rewrites x², x⁴, x⁶ and x⁸ as powers of d² + 2d, and records that d³ to d⁸ are nonnegative. After expansion, each inequality is linear in these powers, and `linarith` finds the positive combinations displayed above.

`integral_expansion` integrates a polynomial with terms x⁴, x⁶, x⁸ and x¹⁰ by exhibiting its antiderivative. In `reducedKinetic_bounds`, the facts `e1`, `e2` and `e3` are the one-electron bounds multiplied by x². `intervalIntegral.integral_mono_on` carries them over to the integrals, and `integral_expansion` evaluates the polynomial sides.

`kineticRatio_bounds` clears the positive denominator b⁵/10 and uses the first two of these bounds. Both limits come from the squeeze theorem `tendsto_of_tendsto_of_tendsto_of_le_of_le'`, with one constant bound and one continuous polynomial bound. The limit 5/72 also needs the third bound on t(b), which enters as `h3`.

`gasKinetic_eq` is the change of variables. Its step `hpt` takes mc² out of the square root and rewrites the integrand in terms of p/(mc), with the factor m³c⁴. The substitution lemma `intervalIntegral.integral_comp_div` supplies the remaining factor mc. In `gasKinetic_bounds`, the auxiliary statement `key` multiplies the bounds on t(b) by a nonnegative constant A, which is then set to m⁴c⁵/π².
